# For uncorrelated, partially filled levels, one-phonon balance means one Fermi distribution per connected component

The levels are modelled as the vertices of a graph, with an edge wherever two energies differ by exactly one phonon energy w, and a chemical potential is a real number attached to each connected component of that graph. Every linked pair is assumed to be coupled; selection rules are left out. Level i holds at most one electron and has energy E_i and mean occupation f_i, with 0 < f_i < 1. The occupations of different levels are treated as uncorrelated. The phonons are held at temperature T, with w, T > 0 and k_B = 1.

Under these conditions, emission balances absorption on every link exactly when each component is Fermi distributed at T with its own chemical potential. In a simulation with discrete levels and a single sharp phonon energy, this coupling alone therefore need not produce a common chemical potential.

In Lean 4 with Mathlib:

```lean
import Mathlib

open Finset

namespace OnePhononThermalization

noncomputable section
```

## Phonons, electrons and links

The phonon bath enters only through its mean occupation, which is postulated to be the thermal one:

n = 1/(exp(w/T) − 1).

```lean
/-- Mean number of phonons of energy `w` at temperature `T`, for `w > 0` and `T > 0`. -/
def bose (w T : ℝ) : ℝ := 1 / (Real.exp (w / T) - 1)
```

A level of energy ε in equilibrium at chemical potential μ has the Fermi occupation

1/(exp((ε − μ)/T) + 1).

```lean
/-- Fermi occupation of a level of energy `ε` at chemical potential `μ` and temperature `T > 0`. -/
def fermi (T μ ε : ℝ) : ℝ := 1 / (Real.exp ((ε - μ) / T) + 1)
```

Any occupation p strictly between 0 and 1 can be assigned a local chemical potential, whether or not the system is in equilibrium:

μ(ε, p) = ε + T log(p/(1 − p)).

```lean
/-- Local chemical potential of a level of energy `ε` with occupation `p`, for `0 < p < 1`. -/
def chemPot (T ε p : ℝ) : ℝ := ε + T * Real.log (p / (1 - p))
```

Let an upper level have occupation p and a lower one q. Emission needs a filled upper and an empty lower level, and absorption the reverse. Treating the occupations as uncorrelated gives the net emission

J = (n + 1) p (1 − q) − n q (1 − p).

```lean
/-- Emission minus absorption between an upper level with occupation `p` and a lower level
with occupation `q`, for `w > 0` and `T > 0`. -/
def netEmission (w T p q : ℝ) : ℝ :=
  (bose w T + 1) * p * (1 - q) - bose w T * q * (1 - p)
```

In `phononGraph`, `SimpleGraph.fromRel` makes the relation E_i = E_j + w symmetric. The energy match is exact, without level broadening. Degenerate levels are not linked directly, but they share a component if a path of links joins them.

```lean
/-- The graph of levels, with an edge where two energies differ by one phonon energy `w`. -/
def phononGraph {ι : Type*} (E : ι → ℝ) (w : ℝ) : SimpleGraph ι :=
  SimpleGraph.fromRel fun i j => E i = E j + w
```

Detailed balance is J = 0 on every link, with i the upper level and j the lower. The index type `ι` may be infinite here.

```lean
/-- Emission balances absorption on every link, for `w > 0` and `T > 0`. -/
def DetailedBalance {ι : Type*} (E : ι → ℝ) (w T : ℝ) (f : ι → ℝ) : Prop :=
  ∀ i j, E i = E j + w →
    (bose w T + 1) * f i * (1 - f j) = bose w T * f j * (1 - f i)
```

For the rate equation, each link also has a strength γ_ij, which stands for the squared electron–phonon coupling and its prefactors and is common to emission and absorption. The current from i down to j is

J_ij = γ_ij [(n + 1) f_i (1 − f_j) − n f_j (1 − f_i)] if E_i = E_j + w, and 0 otherwise.

```lean
/-- Electron current from level `i` down to level `j`, with link strength `γ i j`; it is zero
if the two levels are not one phonon apart. -/
def current {ι : Type*} (γ : ι → ι → ℝ) (E : ι → ℝ) (w T : ℝ) (f : ι → ℝ) (i j : ι) : ℝ :=
  if E i = E j + w then γ i j * netEmission w T (f i) (f j) else 0
```

For finitely many levels, the occupation of level i changes at the rate

R_i = Σ_j J_ji − Σ_j J_ij.

```lean
/-- Rate of change of the occupation of level `i`: current from above minus current to below. -/
def occupationRate {ι : Type*} [Fintype ι] (γ : ι → ι → ℝ) (E : ι → ℝ) (w T : ℝ)
    (f : ι → ℝ) (i : ι) : ℝ :=
  ∑ j, current γ E w T f j i - ∑ j, current γ E w T f i j
```

## Net emission follows the local chemical potentials

Since exp(w/T) > 1, n is positive. From n (exp(w/T) − 1) = 1 it follows that

n + 1 = n exp(w/T).

```lean
variable {ι : Type*} {E f : ι → ℝ} {w T p q : ℝ}

/-- For `w, T > 0` the phonon number `n` is positive and `n + 1 = n exp (w / T)`. -/
theorem bose_ratio (hw : 0 < w) (hT : 0 < T) :
    0 < bose w T ∧ bose w T + 1 = bose w T * Real.exp (w / T) := by
  have h : 0 < Real.exp (w / T) - 1 := sub_pos.2 (Real.one_lt_exp_iff.2 (div_pos hw hT))
  refine ⟨one_div_pos.2 h, ?_⟩
  have h1 := one_div_mul_cancel h.ne'
  unfold bose
  linear_combination -h1
```

Subtracting ε from the local chemical potential, dividing by T and exponentiating gives

exp((μ(ε, p) − ε)/T) = p/(1 − p).

```lean
/-- For `T > 0` and `0 < p < 1`, the local chemical potential reproduces the ratio of
filled to empty probability as a Boltzmann factor. -/
theorem exp_chemPot (ε : ℝ) (hT : 0 < T) (h0 : 0 < p) (h1 : p < 1) :
    Real.exp ((chemPot T ε p - ε) / T) = p / (1 - p) := by
  have h : (chemPot T ε p - ε) / T = Real.log (p / (1 - p)) := by
    unfold chemPot
    rw [add_sub_cancel_left, mul_div_cancel_left₀ _ hT.ne']
  rw [h, Real.exp_log (div_pos h0 (sub_pos.2 h1))]
```

The Fermi function can now be inverted. With y = exp((ε − μ)/T),

p = 1/(y + 1) ⇔ 1 − p = p y ⇔ p/(1 − p) = 1/y = exp((μ − ε)/T) ⇔ μ = μ(ε, p).

The proof takes the two directions separately: the first takes the logarithm, the second substitutes the preceding identity.

```lean
/-- For `T > 0`, an occupation `0 < p < 1` is the Fermi function at `μ` exactly when `μ` is
its local chemical potential. -/
theorem eq_fermi_iff {μ ε : ℝ} (hT : 0 < T) (h0 : 0 < p) (h1 : p < 1) :
    p = fermi T μ ε ↔ μ = chemPot T ε p := by
  constructor
  · intro h
    have hy := Real.exp_pos ((ε - μ) / T)
    have h2 : p * (Real.exp ((ε - μ) / T) + 1) = 1 := by
      rw [h, fermi]
      exact one_div_mul_cancel (by positivity)
    have h3 : 1 - p = p * Real.exp ((ε - μ) / T) := by linarith
    have ho : p / (1 - p) = Real.exp (-((ε - μ) / T)) := by
      rw [Real.exp_neg, div_eq_iff (sub_pos.2 h1).ne', h3, mul_comm p,
        inv_mul_cancel_left₀ hy.ne']
    have h4 : T * ((ε - μ) / T) = ε - μ := by field_simp
    rw [chemPot, ho, Real.log_exp]
    linear_combination h4
  · intro h
    have ho := exp_chemPot ε hT h0 h1
    rw [← h] at ho
    have h2 : (ε - μ) / T = -((μ - ε) / T) := by ring
    rw [fermi, h2, Real.exp_neg, ho, inv_div, sub_div, div_self h0.ne', sub_add_cancel,
      one_div_one_div]
```

Put the lower level at ε and the upper at ε + w, and write μ_p = μ(ε + w, p) and μ_q = μ(ε, q). Then

exp((μ_p − ε)/T) = exp(w/T) p/(1 − p),
exp((μ_q − ε)/T) = q/(1 − q).

Replacing n + 1 by n exp(w/T) and taking out a common factor,

J = n (1 − p)(1 − q) [exp(w/T) p/(1 − p) − q/(1 − q)]
  = n (1 − p)(1 − q) [exp((μ_p − ε)/T) − exp((μ_q − ε)/T)].

The final `linear_combination` clears the two denominators.

```lean
/-- For `w, T > 0` and occupations strictly between 0 and 1, net emission is driven by the
difference of the exponentials of the two local chemical potentials. -/
theorem netEmission_eq (ε : ℝ) (hw : 0 < w) (hT : 0 < T) (p0 : 0 < p) (p1 : p < 1)
    (q0 : 0 < q) (q1 : q < 1) :
    netEmission w T p q = bose w T * (1 - p) * (1 - q) *
      (Real.exp ((chemPot T (ε + w) p - ε) / T) - Real.exp ((chemPot T ε q - ε) / T)) := by
  have hp : Real.exp ((chemPot T (ε + w) p - ε) / T) = p / (1 - p) * Real.exp (w / T) := by
    rw [← exp_chemPot (ε + w) hT p0 p1, ← Real.exp_add]
    congr 1
    ring
  have a : p / (1 - p) * (1 - p) = p := div_mul_cancel₀ p (sub_pos.2 p1).ne'
  have b : q / (1 - q) * (1 - q) = q := div_mul_cancel₀ q (sub_pos.2 q1).ne'
  rw [hp, exp_chemPot ε hT q0 q1, netEmission, (bose_ratio hw hT).2]
  linear_combination (-(bose w T * (1 - q) * Real.exp (w / T))) * a + bose w T * (1 - p) * b
```

The prefactor is positive and the exponential is injective, so

J = 0 ⇔ μ_p = μ_q.

```lean
/-- For `w, T > 0` and occupations strictly between 0 and 1, net emission vanishes exactly
when the two local chemical potentials agree. -/
theorem netEmission_eq_zero_iff (ε : ℝ) (hw : 0 < w) (hT : 0 < T) (p0 : 0 < p) (p1 : p < 1)
    (q0 : 0 < q) (q1 : q < 1) :
    netEmission w T p q = 0 ↔ chemPot T (ε + w) p = chemPot T ε q := by
  have hc : 0 < bose w T * (1 - p) * (1 - q) :=
    mul_pos (mul_pos (bose_ratio hw hT).1 (sub_pos.2 p1)) (sub_pos.2 q1)
  rw [netEmission_eq ε hw hT p0 p1 q0 q1, mul_eq_zero, or_iff_right hc.ne', sub_eq_zero,
    Real.exp_eq_exp, div_left_inj' hT.ne', sub_left_inj]
```

The exponential is also increasing, so J and μ_p − μ_q never have opposite signs:

(μ_p − μ_q) J ≥ 0.

The proof splits on which potential is larger; `gcongr` supplies the monotonicity.

```lean
/-- For `w, T > 0` and occupations strictly between 0 and 1, the net current never runs from
lower to higher local chemical potential. -/
theorem drive_mul_netEmission_nonneg (ε : ℝ) (hw : 0 < w) (hT : 0 < T) (p0 : 0 < p)
    (p1 : p < 1) (q0 : 0 < q) (q1 : q < 1) :
    0 ≤ (chemPot T (ε + w) p - chemPot T ε q) * netEmission w T p q := by
  have hc : 0 < bose w T * (1 - p) * (1 - q) :=
    mul_pos (mul_pos (bose_ratio hw hT).1 (sub_pos.2 p1)) (sub_pos.2 q1)
  have mono : ∀ a b : ℝ, a ≤ b → Real.exp ((a - ε) / T) ≤ Real.exp ((b - ε) / T) := by
    intro a b hab
    gcongr
  rw [netEmission_eq ε hw hT p0 p1 q0 q1]
  rcases le_total (chemPot T (ε + w) p) (chemPot T ε q) with h | h
  · exact mul_nonneg_of_nonpos_of_nonpos (sub_nonpos.2 h)
      (mul_nonpos_of_nonneg_of_nonpos hc.le (sub_nonpos.2 (mono _ _ h)))
  · exact mul_nonneg (sub_nonneg.2 h) (mul_nonneg hc.le (sub_nonneg.2 (mono _ _ h)))
```

## From links to components

Write μ_i = μ(E_i, f_i). Applying the zero criterion to every link turns detailed balance into

μ_i = μ_j whenever E_i = E_j + w.

```lean
/-- For `w, T > 0` and occupations strictly between 0 and 1, detailed balance means equal
local chemical potentials across every link. -/
theorem detailedBalance_iff_chemPot (hw : 0 < w) (hT : 0 < T) (h0 : ∀ i, 0 < f i)
    (h1 : ∀ i, f i < 1) : DetailedBalance E w T f ↔
      ∀ i j, E i = E j + w → chemPot T (E i) (f i) = chemPot T (E j) (f j) := by
  unfold DetailedBalance
  refine forall_congr' fun i => forall_congr' fun j => forall_congr' fun h => ?_
  have k := netEmission_eq_zero_iff (E j) hw hT (h0 i) (h1 i) (h0 j) (h1 j)
  rw [← h, netEmission, sub_eq_zero] at k
  exact k
```

Now choose any real chemical potential for each component. Because y > 0, the resulting occupations satisfy 0 < 1/(y + 1) < 1. By the inversion, the local potential of each level is the chosen value for its component. Linked levels lie in the same component, so their potentials agree and the link is balanced. Balance alone therefore does not relate the chemical potentials of different components.

```lean
/-- For `w, T > 0`, any choice of one chemical potential per connected component gives Fermi
occupations strictly between 0 and 1 that are in detailed balance. -/
theorem detailedBalance_of_fermi (hw : 0 < w) (hT : 0 < T)
    (μ : (phononGraph E w).ConnectedComponent → ℝ) :
    (∀ i, 0 < fermi T (μ ((phononGraph E w).connectedComponentMk i)) (E i) ∧
      fermi T (μ ((phononGraph E w).connectedComponentMk i)) (E i) < 1) ∧
    DetailedBalance E w T
      (fun i => fermi T (μ ((phononGraph E w).connectedComponentMk i)) (E i)) := by
  have hF : ∀ m ε : ℝ, 0 < fermi T m ε ∧ fermi T m ε < 1 := by
    intro m ε
    have hy := Real.exp_pos ((ε - m) / T)
    unfold fermi
    refine ⟨by positivity, ?_⟩
    rw [div_lt_one (by positivity)]
    linarith
  refine ⟨fun i => hF _ _, ?_⟩
  apply (detailedBalance_iff_chemPot
    (f := fun i => fermi T (μ ((phononGraph E w).connectedComponentMk i)) (E i))
    hw hT (fun i => (hF _ _).1) (fun i => (hF _ _).2)).2
  intro i j h
  have hm : ∀ i, μ ((phononGraph E w).connectedComponentMk i) = chemPot T (E i)
      (fermi T (μ ((phononGraph E w).connectedComponentMk i)) (E i)) :=
    fun i => (eq_fermi_iff hT (hF _ _).1 (hF _ _).2).1 rfl
  -- linked levels lie in the same component
  have hadj : (phononGraph E w).Adj i j := by
    rw [phononGraph, SimpleGraph.fromRel_adj]
    refine ⟨?_, Or.inl h⟩
    rintro rfl
    linarith
  have hc := SimpleGraph.ConnectedComponent.sound hadj.reachable
  exact (hm i).symm.trans ((congrArg μ hc).trans (hm j))
```

Conversely, suppose that balance holds. Along a walk i₀, i₁, …, i_k of links,

μ_{i₀} = μ_{i₁} = … = μ_{i_k},

which the proof obtains by induction on the walk. The local potential is thus constant on each component, and `ConnectedComponent.lift` turns it into a function on components. The inversion shows that this function reproduces every f_i, and that any other function doing so has the same values. Hence the `∃!` in the statement: there is exactly one assignment of chemical potentials, although different components may happen to have equal values.

```lean
/-- For `w, T > 0` and occupations strictly between 0 and 1, detailed balance holds exactly
when each connected component is Fermi distributed at `T` with its own, unique chemical
potential. -/
theorem detailedBalance_iff_fermi (hw : 0 < w) (hT : 0 < T) (h0 : ∀ i, 0 < f i)
    (h1 : ∀ i, f i < 1) : DetailedBalance E w T f ↔
      ∃! μ : (phononGraph E w).ConnectedComponent → ℝ,
        ∀ i, f i = fermi T (μ ((phononGraph E w).connectedComponentMk i)) (E i) := by
  constructor
  · intro hb
    rw [detailedBalance_iff_chemPot hw hT h0 h1] at hb
    have hadj : ∀ i j, (phononGraph E w).Adj i j →
        chemPot T (E i) (f i) = chemPot T (E j) (f j) := by
      intro i j h
      rw [phononGraph, SimpleGraph.fromRel_adj] at h
      rcases h.2 with h | h
      · exact hb i j h
      · exact (hb j i h).symm
    -- equality propagates along walks
    have hwalk : ∀ i j, (phononGraph E w).Walk i j →
        chemPot T (E i) (f i) = chemPot T (E j) (f j) := by
      intro i j r
      induction r with
      | nil => rfl
      | cons h _ ih => exact (hadj _ _ h).trans ih
    refine ⟨SimpleGraph.ConnectedComponent.lift (fun i => chemPot T (E i) (f i))
      (fun u v r _ => hwalk u v r), fun i => (eq_fermi_iff hT (h0 i) (h1 i)).2 rfl, ?_⟩
    intro ν hν
    funext c
    obtain ⟨i, rfl⟩ := Quot.exists_rep c
    exact (eq_fermi_iff hT (h0 i) (h1 i)).1 (hν i)
  · rintro ⟨μ, hμ, -⟩
    have hf : f = fun i => fermi T (μ ((phononGraph E w).connectedComponentMk i)) (E i) :=
      funext hμ
    rw [hf]
    exact (detailedBalance_of_fermi hw hT μ).2
```

The smallest non-empty case is a single level. It has no links, so balance holds trivially, and every occupation strictly between 0 and 1 is a Fermi occupation for one μ. With two levels one phonon apart, lower 0 and upper 1, balance becomes a real condition:

f_1/(1 − f_1) = exp(−w/T) f_0/(1 − f_0).

The single level also shows what goes wrong if 0 < f_i is relaxed to 0 ≤ f_i. An empty level, f = 0, is still trivially balanced, but the Fermi function is positive for every real μ, so no chemical potential describes it.

## Stationary rates leave no circulating current

Degenerate levels can create cycles in the graph, and a stationary state might then seem able to carry a current around a cycle. For finitely many levels with γ_ij > 0 on every link, it cannot. Weight the rates by the local potentials, sum, and exchange the names i and j in the first double sum:

Σ_i μ_i R_i = Σ_i Σ_j μ_i J_ji − Σ_i Σ_j μ_i J_ij
 = −Σ_i Σ_j (μ_i − μ_j) J_ij.

If all R_i vanish, so does the last double sum. Its terms are nonnegative by the sign result, so each one is zero. On a link, either μ_i = μ_j already, or J_ij = 0; in the latter case γ_ij > 0 forces the net emission to vanish, and again μ_i = μ_j. Every link is therefore balanced. Conversely, balance makes every J_ij zero, and with it every rate.

In the code `m` is the local potential, `Finset.sum_comm` exchanges the sums, and `Finset.sum_eq_zero_iff_of_nonneg`, used twice, isolates a single term. The theorem characterises the zeros of the rates; whether and how fast the occupations approach them is a separate question. The condition γ_ij > 0 matters: if the coupling conserves spin, two levels of opposite spin one phonon apart have γ_ij = 0, and a stationary state need not satisfy the balance condition on that link. If all links between levels of equal spin have positive strength, the theorem can then be applied to each spin separately.

```lean
/-- For finitely many levels, `w, T > 0`, positive link strengths and occupations strictly
between 0 and 1, the rate equation is stationary exactly when every link is balanced. -/
theorem stationary_iff_detailedBalance [Fintype ι] {γ : ι → ι → ℝ} (hw : 0 < w) (hT : 0 < T)
    (hγ : ∀ i j, E i = E j + w → 0 < γ i j) (h0 : ∀ i, 0 < f i) (h1 : ∀ i, f i < 1) :
    (∀ i, occupationRate γ E w T f i = 0) ↔ DetailedBalance E w T f := by
  constructor
  · intro hs
    rw [detailedBalance_iff_chemPot hw hT h0 h1]
    obtain ⟨m, hm⟩ : ∃ m : ι → ℝ, ∀ i, m i = chemPot T (E i) (f i) := ⟨_, fun _ => rfl⟩
    have hnn : ∀ i j, 0 ≤ (m i - m j) * current γ E w T f i j := by
      intro i j
      unfold current
      split_ifs with h
      · have k := drive_mul_netEmission_nonneg (E j) hw hT (h0 i) (h1 i) (h0 j) (h1 j)
        rw [← h, ← hm, ← hm] at k
        calc 0 ≤ γ i j * ((m i - m j) * netEmission w T (f i) (f j)) :=
              mul_nonneg (hγ i j h).le k
          _ = _ := by ring
      · simp
    -- weight the rates by the local chemical potentials and sum
    have hsum : ∑ i, ∑ j, (m i - m j) * current γ E w T f i j = 0 := by
      calc ∑ i, ∑ j, (m i - m j) * current γ E w T f i j
          = ∑ i, ∑ j, m i * current γ E w T f i j
            - ∑ i, ∑ j, m j * current γ E w T f i j := by
              simp only [sub_mul, Finset.sum_sub_distrib]
        _ = ∑ i, ∑ j, m i * current γ E w T f i j
            - ∑ i, ∑ j, m i * current γ E w T f j i := by
              congr 1
              exact Finset.sum_comm
        _ = -∑ i, m i * occupationRate γ E w T f i := by
              simp only [occupationRate, mul_sub, Finset.mul_sum, Finset.sum_sub_distrib,
                neg_sub]
        _ = 0 := by simp [hs]
    intro i j h
    have k1 : ∑ j, (m i - m j) * current γ E w T f i j = 0 :=
      (Finset.sum_eq_zero_iff_of_nonneg
        (fun i _ => Finset.sum_nonneg fun j _ => hnn i j)).1 hsum i (Finset.mem_univ i)
    have k2 : (m i - m j) * current γ E w T f i j = 0 :=
      (Finset.sum_eq_zero_iff_of_nonneg (fun j _ => hnn i j)).1 k1 j (Finset.mem_univ j)
    rcases mul_eq_zero.1 k2 with k3 | k3
    · rw [← hm, ← hm]
      exact sub_eq_zero.1 k3
    · rw [current, if_pos h] at k3
      have k4 := (mul_eq_zero.1 k3).resolve_left (hγ i j h).ne'
      have k := netEmission_eq_zero_iff (E j) hw hT (h0 i) (h1 i) (h0 j) (h1 j)
      rw [← h] at k
      exact k.1 k4
  · intro hb
    have hz : ∀ i j, current γ E w T f i j = 0 := by
      intro i j
      unfold current
      split_ifs with h
      · rw [netEmission, sub_eq_zero.2 (hb i j h), mul_zero]
      · rfl
    intro i
    simp [occupationRate, hz]

end

end OnePhononThermalization
```

```lean
#print axioms OnePhononThermalization.detailedBalance_of_fermi
-- 'OnePhononThermalization.detailedBalance_of_fermi' depends on axioms: [propext, Classical.choice, Quot.sound]
#print axioms OnePhononThermalization.detailedBalance_iff_fermi
-- 'OnePhononThermalization.detailedBalance_iff_fermi' depends on axioms: [propext, Classical.choice, Quot.sound]
#print axioms OnePhononThermalization.stationary_iff_detailedBalance
-- 'OnePhononThermalization.stationary_iff_detailedBalance' depends on axioms: [propext, Classical.choice, Quot.sound]
```
